# The overlap of an opposite-spin Slater determinant with a two-electron singlet equals the spatial overlap of its orbital product with the symmetric pair function

The lemma `detOverlap_eq_pairOverlap` concerns two electrons on a finite set of spatial labels, with real or complex amplitudes. It takes a determinant with a spin-up electron in `u` and a spin-down electron in `v`, and a singlet state whose spatial amplitudes form a symmetric matrix `C`, and says that their overlap, summed over space and spin, is `∑ i, ∑ j, star (u i) * C i j * star (v j)`. Neither the orbitals nor `C` need be normalised; for nonzero ones, the overlap of the normalised states is this sum divided by the norms of `u`, `v` and `C` (for `C`, the root of the sum of its squared moduli). The proof sums out the spins to get half the sum of the spatial overlaps for `u`, `v` in either order, and then uses the symmetry of `C` to equate the two.

An attempt in Lean 4 with a fault in it:

```lean
import Mathlib

open Finset

namespace TwoElectronOptimalReference

noncomputable section

variable {𝕜 : Type*} [RCLike 𝕜] {n : Type*} [Fintype n]

/-- The overlap of the orbital product `u(1) v(2)` with the spatial pair function
whose amplitudes are `C i j`. -/
def pairOverlap (C : Matrix n n 𝕜) (u v : n → 𝕜) : 𝕜 :=
  ∑ i, ∑ j, star (u i) * C i j * star (v j)

/-- The normalisation factor `1/√2` of a two-electron determinant. -/
def spinNorm (𝕜 : Type*) [RCLike 𝕜] : 𝕜 := (((Real.sqrt 2)⁻¹ : ℝ) : 𝕜)

/-- The spin orbital with spatial part `u` and spin `s` (`true` is up, `false` is down). -/
def spinOrbital (s : Bool) (u : n → 𝕜) (p : n × Bool) : 𝕜 :=
  if p.2 = s then u p.1 else 0

/-- The Slater determinant with a spin-up electron in `u` and a spin-down electron in `v`. -/
def slaterDet (u v : n → 𝕜) (p q : n × Bool) : 𝕜 :=
  spinNorm 𝕜 * (spinOrbital true u p * spinOrbital false v q
    - spinOrbital false v p * spinOrbital true u q)

/-- The unnormalised singlet spin function: up-down minus down-up. -/
def singletSpin (𝕜 : Type*) [RCLike 𝕜] : Bool → Bool → 𝕜
  | true, false => 1
  | false, true => -1
  | true, true => 0
  | false, false => 0

/-- The two-electron state with spatial amplitudes `C` and singlet spin function. -/
def singletState (C : Matrix n n 𝕜) (p q : n × Bool) : 𝕜 :=
  spinNorm 𝕜 * (C p.1 q.1 * singletSpin 𝕜 p.2 q.2)

/-- The overlap of the determinant built from `u` and `v` with the singlet state of `C`,
summed over the space and spin labels of both electrons. -/
def detOverlap (C : Matrix n n 𝕜) (u v : n → 𝕜) : 𝕜 :=
  ∑ p, ∑ q, star (slaterDet u v p q) * singletState C p q

/-- For a symmetric pair function, exchanging the two orbitals leaves the overlap unchanged. -/
theorem pairOverlap_swap {C : Matrix n n 𝕜} (hC : C.IsSymm) (u v : n → 𝕜) :
    pairOverlap C u v = pairOverlap C v u := by
  unfold pairOverlap
  rw [Finset.sum_comm]
  refine sum_congr rfl fun j _ => sum_congr rfl fun i _ => ?_
  rw [hC.apply j i]
  ring

/-- The overlap of a determinant with a singlet state equals the spatial overlap of its
two orbitals with the pair function. -/
theorem detOverlap_eq_pairOverlap {C : Matrix n n 𝕜} (hC : C.IsSymm) (u v : n → 𝕜) :
    detOverlap C u v = pairOverlap C u v := by
  have hstar : star (spinNorm 𝕜) = spinNorm 𝕜 := RCLike.conj_ofReal _
  have hs : spinNorm 𝕜 * spinNorm 𝕜 = 1 / 2 := by
    have h2 : (Real.sqrt 2)⁻¹ * (Real.sqrt 2)⁻¹ = (1 / 2 : ℝ) := by
      rw [← mul_inv, Real.mul_self_sqrt (by norm_num)]
      norm_num
    unfold spinNorm
    rw [← RCLike.ofReal_mul, h2]
    simp
  -- only the up-down and down-up spin components survive
  have key : detOverlap C u v = 1 / 2 * (pairOverlap C u v + pairOverlap C v u) := by
    simp only [detOverlap, pairOverlap, Fintype.sum_prod_type, Fintype.sum_bool,
      ← Finset.sum_add_distrib, Finset.mul_sum]
    refine sum_congr rfl fun i _ => sum_congr rfl fun j _ => ?_
    simp only [slaterDet, spinOrbital, singletState, singletSpin, star_mul', star_sub,
      star_zero, hstar, eq_self, Bool.true_eq_false, Bool.false_eq_true, if_true, if_false,
      mul_zero, zero_mul, sub_zero, zero_sub, add_zero, zero_add, mul_one]
    linear_combination (star (u i) * C i j * star (v j)
      + star (v i) * C i j * star (u j)) * hs
  rw [key, pairOverlap_swap hC v u]
  ring

end

end TwoElectronOptimalReference
```

Compiling this gives:

```
Main.lean:58:47: error: unsolved goals
𝕜 : Type u_1
inst✝¹ : RCLike 𝕜
n : Type u_2
inst✝ : Fintype n
C : Matrix n n 𝕜
hC : C.IsSymm
u v : n → 𝕜
hstar : star (spinNorm 𝕜) = spinNorm 𝕜
h2 : (√2)⁻¹ * (√2)⁻¹ = 1 / 2
⊢ (algebraMap ℝ 𝕜) 2 = 2
Main.lean:73:4: error: ring failed, ring expressions not equal
𝕜 : Type u_1
inst✝¹ : RCLike 𝕜
n : Type u_2
inst✝ : Fintype n
C : Matrix n n 𝕜
hC : C.IsSymm
u v : n → 𝕜
hstar : star (spinNorm 𝕜) = spinNorm 𝕜
hs : spinNorm 𝕜 * spinNorm 𝕜 = 1 / 2
i : n
x✝¹ : i ∈ univ
j : n
x✝ : j ∈ univ
⊢ -(spinNorm 𝕜 ^ 2 * C i j * star (-(v i * u j))) - spinNorm 𝕜 ^ 2 * C i j * star (v i) * star (u j) = 0
Main.lean:70:77: warning: This simp argument is unused:
  star_sub

Hint: Omit it from the simp argument list.
  [apply] simp only [slaterDet, spinOrbital, singletState, singletSpin, star_mul', star_zero, hstar, eq_self,
    Bool.true_eq_false, Bool.false_eq_true, if_true, if_false, mul_zero, zero_mul, sub_zero, zero_sub, add_zero,
    zero_add, mul_one]

Note: This linter can be disabled with `set_option linter.unusedSimpArgs false`
```

Cause. The first error is in the proof of `hs`, that the squared factor `1/√2` is `1 / 2`. There `simp` leaves the goal `(algebraMap ℝ 𝕜) 2 = 2`: the real number 2, mapped into `𝕜`, is the 2 of `𝕜`. The added line proves just this with `map_ofNat`, which says that such a map preserves numerals.

The second error comes after the spin sums are expanded. In the down-up term the first product of the determinant vanishes, and `zero_sub` turns the difference into a negation. This leaves `star (-(v i * u j))`, on which `star_sub` has no difference to act and `star_mul'` is blocked by the minus sign. The `ring` step that ends `linear_combination` does not know that `star` commutes with negation, so it cannot cancel this term against the one with `star (v i) * star (u j)`. Adding `star_neg` brings the minus sign outside, `star_mul'` then splits the product, and the terms cancel.

Dropping `star_sub`, which the warning reports as unused, is mere tidying.

As a diff, the version that Lean accepts:

```diff
@@ -63,4 +63,5 @@
     rw [← RCLike.ofReal_mul, h2]
     simp
+    exact map_ofNat (algebraMap ℝ 𝕜) 2
   -- only the up-down and down-up spin components survive
   have key : detOverlap C u v = 1 / 2 * (pairOverlap C u v + pairOverlap C v u) := by
@@ -68,6 +69,6 @@
       ← Finset.sum_add_distrib, Finset.mul_sum]
     refine sum_congr rfl fun i _ => sum_congr rfl fun j _ => ?_
-    simp only [slaterDet, spinOrbital, singletState, singletSpin, star_mul', star_sub,
-      star_zero, hstar, eq_self, Bool.true_eq_false, Bool.false_eq_true, if_true, if_false,
+    simp only [slaterDet, spinOrbital, singletState, singletSpin, star_mul',
+      star_neg, star_zero, hstar, eq_self, Bool.true_eq_false, Bool.false_eq_true, if_true, if_false,
       mul_zero, zero_mul, sub_zero, zero_sub, add_zero, zero_add, mul_one]
     linear_combination (star (u i) * C i j * star (v j)
```
